# An f⁰ configuration coupled equally to N degenerate f¹ configurations: the ground-state lowering grows with N

In a cerium compound the 4f shell may hold one electron or give it up to its surroundings. When the two possibilities lie close in energy, the ground state mixes them, and the valence of cerium is then not an integer. Consider a cerium site with an empty f shell, surrounded by filled ligand orbitals. An electron can hop into any one of $N$ f spin-orbitals from the ligand orbital of matching symmetry. The result is $N$ different f¹ configurations, all reached from the same f⁰ configuration. How much energy does the mixing gain, and how does the gain depend on $N$?

The model keeps only these $N+1$ configurations, with $N\ge1$. The f⁰ configuration has energy $0$, each f¹ configuration has energy $e<0$, and the hopping matrix element between f⁰ and each f¹ configuration is the same real number $V\neq 0$. The ground state then lies below $e$ by

$$g=\frac{\sqrt{e^2+4NV^2}-|e|}{2},$$

which is positive, less than $NV^2/|e|$, and strictly increasing in $N$ at fixed $e$ and $V$.

In Lean 4 with Mathlib:

```lean
import Mathlib

open Matrix

namespace CeriumMixedValence

noncomputable section
```

## The Hamiltonian of N+1 configurations

Write $a$ for the f⁰ amplitude and $x_i$, with $i=0,\dots,N-1$, for the f¹ amplitudes. In the order f⁰, f¹ the matrix is

$$H=\begin{pmatrix}0&V&\cdots&V\\ V&e&&\\ \vdots&&\ddots&\\ V&&&e\end{pmatrix},$$

with zeros in the empty places, since one f¹ configuration does not turn into another in a single hop.

```lean
/-- Hamiltonian of one f⁰ configuration (`none`) at energy 0, coupled with strength `V` to each
of `N` degenerate f¹ configurations (`some i`) at energy `e`. -/
def hamiltonian (N : ℕ) (e V : ℝ) : Matrix (Option (Fin N)) (Option (Fin N)) ℝ
  | none, none => 0
  | none, some _ => V
  | some _, none => V
  | some i, some j => if i = j then e else 0
```

The index type `Option (Fin N)` has one element `none`, which is f⁰, and $N$ elements `some i`, which are the f¹ configurations. Real amplitudes are enough to find every energy level, because $H$ is real and symmetric. A state is therefore written as a real function `x` on this type, so $a$ is `x none` and $x_i$ is `x (some i)`.

The model makes several idealisations. The f² configurations are left out, which stands for a strong repulsion between f electrons. The ligand levels have no bandwidth, and no crystal field or spin-orbit coupling splits the $N$ f¹ configurations. Both $e$ and $V$ are given parameters, not computed from an electronic-structure method.

The energy $g$ gets its own definition, for any $N$, $e$ and $V$.

```lean
/-- The hybridisation energy `(√(e² + 4NV²) - |e|) / 2`. -/
def hybridGain (N : ℕ) (e V : ℝ) : ℝ :=
  (Real.sqrt (e ^ 2 + 4 * N * V ^ 2) - |e|) / 2
```

## The eigenvalue equation in amplitudes

Written out row by row, $Hx=\mu x$ says

$$V\sum_i x_i=\mu a,\qquad Va+e\,x_i=\mu x_i\quad\text{for each } i.$$

```lean
/-- The eigenvalue equation in components: one equation for the f⁰ amplitude and one for each
f¹ amplitude. -/
theorem eigen_iff {N : ℕ} {e V μ : ℝ} {x : Option (Fin N) → ℝ} :
    hamiltonian N e V *ᵥ x = μ • x ↔
      V * ∑ i, x (some i) = μ * x none ∧
        ∀ i, V * x none + e * x (some i) = μ * x (some i) := by
  rw [funext_iff, Option.forall]
  simp [Matrix.mulVec, dotProduct, Fintype.sum_option, hamiltonian, Finset.mul_sum, ite_mul]
```

In the code `*ᵥ` is the product of a matrix with a vector. The proof splits the equality of two vectors into the component at `none` and those at `some i`, and `simp` evaluates the matrix entries. The later arguments about eigenvectors use these two equations instead of the matrix.

## A quadratic equation for g

Let $R=\sqrt{e^2+4NV^2}$. Then $g=(R-|e|)/2$ and $g+|e|=(R+|e|)/2$, so

$$g\,(g+|e|)=\frac{R^2-e^2}{4}=NV^2.$$

```lean
/-- The hybridisation energy `g` solves the quadratic equation `g (g + |e|) = N V²`. -/
theorem hybridGain_quadratic (N : ℕ) (e V : ℝ) :
    hybridGain N e V * (hybridGain N e V + |e|) = N * V ^ 2 := by
  have hs : Real.sqrt (e ^ 2 + 4 * N * V ^ 2) ^ 2 = e ^ 2 + 4 * N * V ^ 2 :=
    Real.sq_sqrt (by positivity)
  have ha : |e| ^ 2 = e ^ 2 := sq_abs e
  unfold hybridGain
  linear_combination hs / 4 - ha / 4
```

The two facts `hs` and `ha` are $R^2=e^2+4NV^2$ and $|e|^2=e^2$. The `linear_combination` line takes a quarter of their difference, as in the displayed formula.

## Growth with the degeneracy

If $M<N$ and $V\neq0$, then $e^2+4MV^2<e^2+4NV^2$. The square root is strictly increasing on non-negative numbers, so $g$ is larger for $N$ than for $M$.

```lean
/-- For nonzero coupling, the hybridisation energy grows strictly with the number `N` of
degenerate f¹ configurations. -/
theorem hybridGain_strictMono (e : ℝ) {V : ℝ} (hV : V ≠ 0) :
    StrictMono fun N : ℕ => hybridGain N e V := by
  intro a b hab
  have hab' : (a : ℝ) < b := by exact_mod_cast hab
  have hV2 : 0 < V ^ 2 := by positivity
  have h : Real.sqrt (e ^ 2 + 4 * a * V ^ 2) < Real.sqrt (e ^ 2 + 4 * b * V ^ 2) :=
    Real.sqrt_lt_sqrt (by positivity) (by nlinarith [mul_lt_mul_of_pos_right hab' hV2])
  change hybridGain a e V < hybridGain b e V
  unfold hybridGain
  linarith
```

`StrictMono` expresses this for all pairs of natural numbers, with $e$ and $V$ held fixed. Holding $V$ fixed means that each added configuration couples to f⁰ as strongly as those already present.

For $N=0$ the formula gives $g=(\sqrt{e^2}-|e|)/2=0$. Growth with $N$ then makes $g$ positive as soon as there is one f¹ configuration.

```lean
/-- With at least one f¹ configuration and nonzero coupling, the hybridisation energy is
positive. -/
theorem hybridGain_pos {N : ℕ} (hN : 1 ≤ N) (e : ℝ) {V : ℝ} (hV : V ≠ 0) :
    0 < hybridGain N e V := by
  have h : hybridGain 0 e V < hybridGain N e V := hybridGain_strictMono e hV hN
  have h0 : hybridGain 0 e V = 0 := by simp [hybridGain, Real.sqrt_sq_eq_abs]
  linarith
```

## The N−1 combinations that stay at e

Set $\mu=e$ in the amplitude equations. The second one becomes $Va=0$, so $a=0$. The first then becomes $V\sum_i x_i=0$, so $\sum_i x_i=0$. Conversely, any vector with $a=0$ and $\sum_i x_i=0$ satisfies both equations. In such a state the hopping paths to f⁰ cancel, and the level is not shifted.

To count these states, consider the linear map

$$\varphi(x)=\Big(a,\ \sum_i x_i\Big)$$

from $\mathbb R^{N+1}$ to $\mathbb R^2$. It reaches every pair $(\alpha,\beta)$: put $\alpha$ on f⁰, $\beta$ on one f¹ configuration and zero elsewhere. By the rank-nullity theorem its kernel has dimension $(N+1)-2=N-1$.

```lean
/-- For `N ≥ 1` and nonzero coupling, the level `e` survives hybridisation with multiplicity
`N - 1`. -/
theorem finrank_unhybridised {N : ℕ} (hN : 1 ≤ N) (e : ℝ) {V : ℝ} (hV : V ≠ 0) :
    Module.finrank ℝ (Module.End.eigenspace (Matrix.toLin' (hamiltonian N e V)) e) + 1 = N := by
  have i0 : Fin N := ⟨0, hN⟩
  -- the f⁰ amplitude and the total f¹ amplitude, as a linear map
  obtain ⟨φ, hφ⟩ : ∃ φ : (Option (Fin N) → ℝ) →ₗ[ℝ] ℝ × ℝ,
      ∀ x, φ x = (x none, ∑ i, x (some i)) :=
    ⟨{ toFun := fun x => (x none, ∑ i, x (some i))
       map_add' := by intro x y; simp [Finset.sum_add_distrib]
       map_smul' := by intro c x; simp [Finset.mul_sum] }, fun _ => rfl⟩
  -- the eigenspace consists of the vectors on which both amplitudes vanish
  have hker : Module.End.eigenspace (Matrix.toLin' (hamiltonian N e V)) e
      = LinearMap.ker φ := by
    ext x
    rw [Module.End.mem_eigenspace_iff, Matrix.toLin'_apply, eigen_iff, LinearMap.mem_ker, hφ,
      Prod.mk_eq_zero]
    constructor
    · rintro ⟨h0, h1⟩
      have hVx : V * x none = 0 := by linarith [h1 i0]
      have hx : x none = 0 := (mul_eq_zero.mp hVx).resolve_left hV
      rw [hx, mul_zero] at h0
      exact ⟨hx, (mul_eq_zero.mp h0).resolve_left hV⟩
    · rintro ⟨hx, hs⟩
      simp [hx, hs]
  have hr : LinearMap.range φ = ⊤ := by
    rw [LinearMap.range_eq_top]
    rintro ⟨a, b⟩
    refine ⟨fun o => o.elim a (fun i => if i = i0 then b else 0), ?_⟩
    rw [hφ]
    simp
  have h := LinearMap.finrank_range_add_finrank_ker φ
  rw [hr, finrank_top, Module.finrank_prod, Module.finrank_self,
    Module.finrank_fintype_fun_eq_card, Fintype.card_option, Fintype.card_fin] at h
  rw [hker]
  omega
```

Here `Matrix.toLin'` turns the matrix into a linear map, and `Module.finrank` is the dimension of its eigenspace at $e$. The statement is written as dimension plus one equals $N$, which avoids subtraction of natural numbers. For $N=1$ the dimension is zero, so $e$ is then not an eigenvalue at all.

In the proof, `hker` identifies the eigenspace with the kernel of $\varphi$, and `hr` says that $\varphi$ reaches all of $\mathbb R^2$. Rank-nullity enters through `LinearMap.finrank_range_add_finrank_ker`, and `omega` does the final count.

## Only three energies are possible

Let $x\neq0$ satisfy $Hx=\mu x$. If $a=0$, some $x_i$ is nonzero, and $e\,x_i=\mu x_i$ gives $\mu=e$.

If $a\neq0$, sum the f¹ equations over $i$:

$$(\mu-e)\sum_i x_i=NVa.$$

Multiply by $V$ and insert $V\sum_i x_i=\mu a$. After division by $a$ this leaves $\mu(\mu-e)=NV^2$. Since $e<0$, the quadratic equation for $g$ reads $g(g-e)=NV^2$. Subtracting the two gives

$$(\mu-(e-g))(\mu-g)=0,$$

so $\mu$ is $e-g$ or $g$.

```lean
/-- For `e < 0`, every energy level is the f¹ level `e`, the bonding level `e - g` or the
antibonding level `g`, where `g` is the hybridisation energy. -/
theorem eigenvalue_cases {N : ℕ} {e V μ : ℝ} (he : e < 0) {x : Option (Fin N) → ℝ}
    (hx : x ≠ 0) (h : hamiltonian N e V *ᵥ x = μ • x) :
    μ = e ∨ μ = e - hybridGain N e V ∨ μ = hybridGain N e V := by
  obtain ⟨h0, h1⟩ := eigen_iff.mp h
  have hq := hybridGain_quadratic N e V
  rw [abs_of_neg he] at hq
  by_cases hx0 : x none = 0
  · -- without f⁰ amplitude the level is not shifted
    left
    obtain ⟨o, ho⟩ := Function.ne_iff.mp hx
    cases o with
    | none => exact absurd hx0 ho
    | some i =>
      have hi : x (some i) ≠ 0 := ho
      exact mul_right_cancel₀ hi (by linear_combination V * hx0 - h1 i)
  · -- otherwise eliminate the f¹ amplitudes
    right
    have hs : (μ - e) * ∑ i, x (some i) = N * (V * x none) := by
      rw [Finset.mul_sum]
      calc ∑ i, (μ - e) * x (some i) = ∑ _i : Fin N, V * x none :=
            Finset.sum_congr rfl fun i _ => by linear_combination -(h1 i)
        _ = N * (V * x none) := by simp
    have hp : ((μ - (e - hybridGain N e V)) * (μ - hybridGain N e V)) * x none = 0 := by
      linear_combination V * hs - (μ - e) * h0 - x none * hq
    rcases mul_eq_zero.mp ((mul_eq_zero.mp hp).resolve_right hx0) with h | h
    · left; linarith
    · right; linarith
```

The `by_cases` line makes the same distinction between $a=0$ and $a\neq0$. The summed equation is `hs`, and the factorised one, still multiplied by $a$, is `hp`. The theorem restricts the possible energies to three values; it does not say that each of them occurs.

## The ground state and the bound on its lowering

The vector with $a=-g$ and $x_i=V$ for every $i$ has energy $e-g$. The f⁰ equation holds because

$$V\cdot NV=NV^2=g(g-e)=(e-g)(-g),$$

and each f¹ equation holds because $-Vg+eV=(e-g)V$. The vector is nonzero since $g>0$. Its squared norm is $g^2+NV^2=g(2g+|e|)$, so the normalised state has amplitudes

$$a=\frac{-g}{\sqrt{g(2g+|e|)}},\qquad x_i=\frac{V}{\sqrt{g(2g+|e|)}}.$$

The other two candidates, $e$ and $g$, both lie above $e-g$, because $g>0$ and $e<0$. Hence $e-g$ is the lowest energy. Finally,

$$g\,|e|<g^2+g\,|e|=NV^2,$$

and division by $|e|$ gives $g<NV^2/|e|$.

```lean
/-- For `N ≥ 1`, `e < 0` and `V ≠ 0`, the level `e` has multiplicity `N - 1`, and the lowest
energy lies below `e` by the hybridisation energy, which is positive and less than
`N V² / |e|`. -/
theorem mixed_valence_spectrum {N : ℕ} (hN : 1 ≤ N) {e V : ℝ} (he : e < 0) (hV : V ≠ 0) :
    Module.finrank ℝ (Module.End.eigenspace (Matrix.toLin' (hamiltonian N e V)) e) + 1 = N ∧
    IsLeast {μ : ℝ | ∃ x, x ≠ 0 ∧ hamiltonian N e V *ᵥ x = μ • x} (e - hybridGain N e V) ∧
    0 < hybridGain N e V ∧ hybridGain N e V < N * V ^ 2 / |e| := by
  have hg := hybridGain_pos hN e hV
  have hq := hybridGain_quadratic N e V
  refine ⟨finrank_unhybridised hN e hV, ⟨?_, ?_⟩, hg, ?_⟩
  · -- the bonding state has amplitudes (-g, V, ..., V)
    rw [abs_of_neg he] at hq
    refine ⟨fun o => o.elim (-hybridGain N e V) (fun _ => V), ?_, eigen_iff.mpr ⟨?_, ?_⟩⟩
    · intro h
      have h' : -hybridGain N e V = 0 := congrFun h none
      linarith
    · show V * ∑ _i : Fin N, V = (e - hybridGain N e V) * (-hybridGain N e V)
      rw [Finset.sum_const, Finset.card_univ, Fintype.card_fin, nsmul_eq_mul]
      linear_combination -hq
    · intro i
      show V * (-hybridGain N e V) + e * V = (e - hybridGain N e V) * V
      ring
  · rintro μ ⟨x, hx, h⟩
    rcases eigenvalue_cases he hx h with h | h | h <;> linarith
  · rw [lt_div_iff₀ (abs_pos.mpr he.ne)]
    nlinarith [mul_pos hg hg]
```

The theorem takes $N\ge1$, $e<0$ and $V\neq0$ and makes four statements: the eigenspace at $e$ has dimension $N-1$, the lowest eigenvalue is $e-g$, $g$ is positive, and $g$ is less than $NV^2/|e|$. The set inside `IsLeast` consists of all real $\mu$ for which a nonzero real vector satisfies $Hx=\mu x$. `IsLeast` requires that $e-g$ belongs to this set and that no member lies below it. The first requirement is met by the explicit vector, in its unnormalised form, and the second by the three-way case distinction of `eigenvalue_cases`. The last `nlinarith` call uses $g\cdot g>0$, which is the term dropped in the bound.

The bound $NV^2/|e|$ is the lowering that second-order perturbation theory gives for the symmetric combination of f¹ configurations. In this finite model without f² configurations or bandwidth, second-order theory therefore always overestimates the energy gained by hybridisation.

## The share of f⁰ in the ground state

At $\mu=e-g$ the f¹ equations become $g\,x_i=-Va$, so the f⁰ amplitude fixes all the others. Squaring and summing gives

$$g^2\sum_i x_i^2=NV^2a^2=g(g+|e|)\,a^2.$$

Cancel one factor $g$ to obtain $g\sum_i x_i^2=(g+|e|)\,a^2$. The weight of f⁰ in the normalised state is therefore

$$\frac{a^2}{a^2+\sum_i x_i^2}=\frac{g}{2g+|e|}<\frac12.$$

The inequality holds because $2g<2g+|e|$. The ground state always contains some f⁰, but less than half.

```lean
/-- For `N ≥ 1`, `e < 0` and `V ≠ 0`, every state at the energy `e - g` has f⁰ weight
`g / (2g + |e|)`, which is less than one half; here `g` is the hybridisation energy. -/
theorem f0_weight {N : ℕ} (hN : 1 ≤ N) {e V : ℝ} (he : e < 0) (hV : V ≠ 0)
    {x : Option (Fin N) → ℝ} (hx : x ≠ 0)
    (h : hamiltonian N e V *ᵥ x = (e - hybridGain N e V) • x) :
    x none ^ 2 / ∑ o, x o ^ 2 = hybridGain N e V / (2 * hybridGain N e V + |e|) ∧
      hybridGain N e V / (2 * hybridGain N e V + |e|) < 1 / 2 := by
  obtain ⟨_, h1⟩ := eigen_iff.mp h
  have hg := hybridGain_pos hN e hV
  have hq := hybridGain_quadratic N e V
  have ha : 0 < |e| := abs_pos.mpr he.ne
  have hd : 0 < 2 * hybridGain N e V + |e| := by linarith
  have hT : 0 < ∑ o, x o ^ 2 := by
    obtain ⟨o, ho⟩ := Function.ne_iff.mp hx
    have ho' : x o ≠ 0 := ho
    exact Finset.sum_pos' (fun i _ => sq_nonneg _) ⟨o, Finset.mem_univ o, by positivity⟩
  -- each f¹ amplitude is fixed by the f⁰ amplitude
  have hi : ∀ i, hybridGain N e V * x (some i) = -(V * x none) := fun i => by
    linear_combination h1 i
  have hs : hybridGain N e V ^ 2 * ∑ i, x (some i) ^ 2 = N * (V * x none) ^ 2 := by
    rw [Finset.mul_sum]
    calc ∑ i, hybridGain N e V ^ 2 * x (some i) ^ 2 = ∑ _i : Fin N, (V * x none) ^ 2 :=
          Finset.sum_congr rfl fun i _ => by
            linear_combination (hybridGain N e V * x (some i) - V * x none) * hi i
      _ = N * (V * x none) ^ 2 := by
          rw [Finset.sum_const, Finset.card_univ, Fintype.card_fin, nsmul_eq_mul]
  have hS : hybridGain N e V * ∑ i, x (some i) ^ 2
      = (hybridGain N e V + |e|) * x none ^ 2 :=
    mul_left_cancel₀ hg.ne' (by linear_combination hs - x none ^ 2 * hq)
  constructor
  · rw [div_eq_div_iff hT.ne' hd.ne', Fintype.sum_option]
    linear_combination -hS
  · rw [div_lt_div_iff₀ hd two_pos]
    linarith

end

end CeriumMixedValence
```

The theorem applies to every nonzero real vector at energy $e-g$, normalised or not, because the weight is divided by the full sum $\sum_o x_o^2$ over all $N+1$ configurations. In the proof, `hi` is the relation between the amplitudes, `hs` its squared and summed form, and `hS` the result after cancelling $g$. The positivity of the norm, `hT`, allows the division.

```lean
#print axioms CeriumMixedValence.hybridGain_strictMono
#print axioms CeriumMixedValence.mixed_valence_spectrum
#print axioms CeriumMixedValence.f0_weight
```

```
'CeriumMixedValence.hybridGain_strictMono' depends on axioms: [propext, Classical.choice, Quot.sound]
'CeriumMixedValence.mixed_valence_spectrum' depends on axioms: [propext, Classical.choice, Quot.sound]
'CeriumMixedValence.f0_weight' depends on axioms: [propext, Classical.choice, Quot.sound]
```
